# Entanglement of a doubly occupied symmetric two-site bond: ln 4 in full, ln 2 averaged over fixed local parities, (ln 2)/2 over fixed local particle numbers

A state of two sites, each with one spatial orbital, is represented here by its \(4\times4\) matrix of coefficients in the local occupation basis, with the fermionic signs carried by the creation operators. The entanglement of the bond can then be computed from this matrix, before and after projection onto fixed local parities or particle numbers.

```lean
import Mathlib

open Matrix
open Complex (normSq)
open Real (negMulLog)

namespace BondEntanglement

noncomputable section

/-- Occupations (spin up, spin down) of one site. -/
abbrev Site := Fin 2 × Fin 2

/-- Number of electrons on a site. -/
def number (s : Site) : ℕ := s.1.val + s.2.val

/-- Parity of the number of electrons on a site. -/
def parity (s : Site) : ℕ := number s % 2

/-- The complementary occupation, with filled and empty spin orbitals exchanged. -/
def partner (s : Site) : Site := (1 - s.1, 1 - s.2)

/-- Creation of a spin-up electron on a site. -/
def createUp : Matrix Site Site ℂ :=
  Matrix.of fun s t => if s.1 = 1 ∧ t.1 = 0 ∧ s.2 = t.2 then 1 else 0

/-- Creation of a spin-down electron on a site, with the sign for passing a spin-up electron. -/
def createDown : Matrix Site Site ℂ :=
  Matrix.of fun s t => if s.2 = 1 ∧ t.2 = 0 ∧ s.1 = t.1 then (-1) ^ t.1.val else 0

/-- The two-site state without electrons. -/
def vacuum : Matrix Site Site ℂ :=
  Matrix.of fun s t => if number s + number t = 0 then 1 else 0

/-- Adds an electron in the orbital with amplitudes `a` and `b` on the two sites; creation on
the second site carries the sign for passing the electrons of the first. -/
def addElectron (a b : ℂ) (u ψ : Matrix Site Site ℂ) : Matrix Site Site ℂ :=
  Matrix.of fun s t => a * (u * ψ) s t + b * ((-1) ^ number s * (ψ * uᵀ) s t)

/-- The orbital with site amplitudes `a` and `b`, filled with both spins. -/
def doublyOccupied (a b : ℂ) : Matrix Site Site ℂ :=
  addElectron a b createUp (addElectron a b createDown vacuum)

/-- A superposition of product terms pairing each local state with its complement. -/
def matched (c : Site → ℂ) : Matrix Site Site ℂ :=
  Matrix.of fun s t => if t = partner s then c s else 0

/-- Amplitudes of the four product terms, labelled by the occupation of the first site. -/
def amplitude (a b : ℂ) (s : Site) : ℂ :=
  if s.1 = 1 then (if s.2 = 1 then a * a else a * b)
  else (if s.2 = 1 then -(a * b) else b * b)

/-- Von Neumann entropy, summed over the eigenvalues with multiplicity. -/
def vonNeumann (ρ : Matrix Site Site ℂ) : ℝ :=
  (ρ.charpoly.roots.map fun z => negMulLog z.re).sum

/-- Entropy of the reduced density matrix of the first site. -/
def entanglement (ψ : Matrix Site Site ℂ) : ℝ := vonNeumann (ψ * ψᴴ)

/-- Squared norm of a two-site state. -/
def weight (ψ : Matrix Site Site ℂ) : ℝ := ∑ s, ∑ t, normSq (ψ s t)

/-- Projection onto local labels `q` on the first site and `r` on the second. -/
def project (g : Site → ℕ) (q r : ℕ) (ψ : Matrix Site Site ℂ) : Matrix Site Site ℂ :=
  Matrix.of fun s t => if g s = q ∧ g t = r then ψ s t else 0

/-- A state divided by its norm. -/
def normalize (ψ : Matrix Site Site ℂ) : Matrix Site Site ℂ :=
  (((Real.sqrt (weight ψ))⁻¹ : ℝ) : ℂ) • ψ

/-- Average entanglement of the normalized projections onto local labels 0, 1, 2,
weighted by their probabilities. -/
def sectorEntropy (g : Site → ℕ) (ψ : Matrix Site Site ℂ) : ℝ :=
  ∑ q ∈ Finset.range 3, ∑ r ∈ Finset.range 3,
    weight (project g q r ψ) * entanglement (normalize (project g q r ψ))

/-- Filling the orbital with both spins gives the four product terms (2,0), (0,2),
(up,down) and (down,up). -/
theorem doublyOccupied_eq (a b : ℂ) : doublyOccupied a b = matched (amplitude a b) := by
  -- the state after the first electron has been added
  have h1 : addElectron a b createDown vacuum = Matrix.of fun s t =>
      if s.1 = 0 ∧ t.1 = 0 then
        (if s.2 = 1 ∧ t.2 = 0 then a else if s.2 = 0 ∧ t.2 = 1 then b else 0) else 0 := by
    ext ⟨i, j⟩ ⟨k, l⟩
    fin_cases i <;> fin_cases j <;> fin_cases k <;> fin_cases l <;>
      simp [addElectron, createDown, vacuum, number, Matrix.mul_apply,
        Fintype.sum_prod_type, Fin.sum_univ_two]
  rw [doublyOccupied, h1]
  ext ⟨i, j⟩ ⟨k, l⟩
  fin_cases i <;> fin_cases j <;> fin_cases k <;> fin_cases l <;>
    simp [addElectron, createUp, matched, amplitude, partner, number, Matrix.mul_apply,
      Fintype.sum_prod_type, Fin.sum_univ_two, Prod.ext_iff]
  ring

/-- The entropy of a diagonal density matrix is the Shannon entropy of its diagonal. -/
theorem vonNeumann_diagonal (d : Site → ℝ) :
    vonNeumann (Matrix.diagonal fun s => (d s : ℂ)) = ∑ s, negMulLog (d s) := by
  have hχ : (Matrix.diagonal fun s => (d s : ℂ)).charpoly =
      ((Finset.univ.val.map fun s => (d s : ℂ)).map
        fun z => Polynomial.X - Polynomial.C z).prod := by
    have h : Matrix.charmatrix (Matrix.diagonal fun s => (d s : ℂ)) =
        Matrix.diagonal fun s => Polynomial.X - Polynomial.C (d s : ℂ) := by
      refine Matrix.ext fun s t => ?_
      by_cases hst : s = t
      · subst hst
        simp
      · simp [hst]
    rw [Matrix.charpoly, h, Matrix.det_diagonal, Multiset.map_map]
    rfl
  rw [vonNeumann, hχ, Polynomial.roots_multiset_prod_X_sub_C, Multiset.map_map]
  rfl

/-- The entanglement of complementary product terms is the Shannon entropy of their weights. -/
theorem entanglement_matched (c : Site → ℂ) :
    entanglement (matched c) = ∑ s, negMulLog (normSq (c s)) := by
  have hinj : ∀ s t : Site, partner s = partner t → s = t := by decide
  have h : matched c * (matched c)ᴴ = Matrix.diagonal fun s => ((normSq (c s) : ℝ) : ℂ) := by
    refine Matrix.ext fun s t => ?_
    rw [Matrix.mul_apply, Finset.sum_eq_single (partner s)]
    · by_cases hst : s = t
      · subst hst
        simp [matched, Complex.mul_conj]
      · have hp : partner s ≠ partner t := fun e => hst (hinj s t e)
        simp [matched, hst, hp]
    · intro x _ hx
      simp [matched, hx]
    · simp
  rw [entanglement, h, vonNeumann_diagonal]

/-- For complementary product terms, the total weight times the entropy after normalization is the
Shannon sum of the unnormalized weights minus the corresponding term of the total weight. -/
theorem weighted_entropy (c : Site → ℂ) :
    weight (matched c) * entanglement (normalize (matched c)) =
      ∑ s, negMulLog (normSq (c s)) - negMulLog (∑ s, normSq (c s)) := by
  have hw : weight (matched c) = ∑ s, normSq (c s) := by
    unfold weight
    refine Finset.sum_congr rfl fun s _ => ?_
    rw [Finset.sum_eq_single (partner s)]
    · simp [matched]
    · intro t _ ht
      simp [matched, ht]
    · simp
  have hs : ∀ k : ℂ, k • matched c = matched fun s => k * c s := by
    intro k
    refine Matrix.ext fun s t => ?_
    by_cases ht : t = partner s <;> simp [matched, ht]
  rw [normalize, hs, entanglement_matched, hw]
  obtain ⟨W, hWd⟩ : ∃ W, W = ∑ s, normSq (c s) := ⟨_, rfl⟩
  have hW : 0 ≤ W := hWd ▸ Finset.sum_nonneg fun s _ => Complex.normSq_nonneg _
  rw [← hWd]
  rcases eq_or_ne W 0 with h0 | h0
  · -- an empty sector contributes nothing
    have hz : ∀ s, normSq (c s) = 0 := fun s =>
      (Finset.sum_eq_zero_iff_of_nonneg (fun i _ => Complex.normSq_nonneg (c i))).1
        (hWd.symm.trans h0) s (Finset.mem_univ s)
    simp only [h0, hz]
    simp
  · have hk : ∀ s, normSq ((((Real.sqrt W)⁻¹ : ℝ) : ℂ) * c s) = W⁻¹ * normSq (c s) := by
      intro s
      rw [Complex.normSq_mul, Complex.normSq_ofReal, ← mul_inv, Real.mul_self_sqrt hW]
    simp only [hk, Real.negMulLog_mul, Finset.sum_add_distrib]
    rw [← Finset.sum_mul, ← Finset.mul_sum, ← hWd]
    have e : negMulLog W⁻¹ = W⁻¹ * Real.log W := by simp [negMulLog, Real.log_inv]
    have f : negMulLog W = -W * Real.log W := rfl
    rw [e, f]
    linear_combination (W * Real.log W + ∑ s, negMulLog (normSq (c s))) *
      mul_inv_cancel₀ h0

/-- The sector average for complementary product terms, written with Shannon sums. -/
theorem sectorEntropy_matched (g : Site → ℕ) (c : Site → ℂ) :
    sectorEntropy g (matched c) = ∑ q ∈ Finset.range 3, ∑ r ∈ Finset.range 3,
      (∑ s, negMulLog (normSq (if g s = q ∧ g (partner s) = r then c s else 0)) -
        negMulLog (∑ s, normSq (if g s = q ∧ g (partner s) = r then c s else 0))) := by
  have hp : ∀ q r, project g q r (matched c) =
      matched fun s => if g s = q ∧ g (partner s) = r then c s else 0 := by
    intro q r
    refine Matrix.ext fun s t => ?_
    by_cases ht : t = partner s
    · subst ht
      simp [project, matched]
    · simp [project, matched, ht]
  simp only [sectorEntropy, hp, weighted_entropy]

/-- Full, parity-restricted and number-restricted entanglement of a doubly occupied orbital
with arbitrary normalized amplitudes on the two sites. -/
theorem polarized_bond (a b : ℂ) (h : normSq a + normSq b = 1) :
    entanglement (doublyOccupied a b) = 2 * (negMulLog (normSq a) + negMulLog (normSq b)) ∧
    sectorEntropy parity (doublyOccupied a b) =
      2 * (negMulLog (normSq a) + negMulLog (normSq b)) -
        negMulLog (normSq a ^ 2 + normSq b ^ 2) - negMulLog (2 * normSq a * normSq b) ∧
    sectorEntropy number (doublyOccupied a b) = 2 * normSq a * normSq b * Real.log 2 := by
  have haa := Real.negMulLog_mul (normSq a) (normSq a)
  have hbb := Real.negMulLog_mul (normSq b) (normSq b)
  have hab := Real.negMulLog_mul (normSq a) (normSq b)
  have e1 : negMulLog (normSq b * normSq b + normSq a * normSq a) =
      negMulLog (normSq a ^ 2 + normSq b ^ 2) := congrArg negMulLog (by ring)
  have e2 : negMulLog (normSq a * normSq b + normSq a * normSq b) =
      negMulLog (2 * normSq a * normSq b) := congrArg negMulLog (by ring)
  have e3 : negMulLog (normSq a * normSq b + normSq a * normSq b) =
      2 * negMulLog (normSq a * normSq b) - 2 * normSq a * normSq b * Real.log 2 := by
    have h2 : negMulLog 2 = -2 * Real.log 2 := rfl
    rw [← two_mul, Real.negMulLog_mul 2, h2]
    ring
  rw [doublyOccupied_eq, entanglement_matched, sectorEntropy_matched, sectorEntropy_matched]
  refine ⟨?_, ?_, ?_⟩
  · simp [Fintype.sum_prod_type, Fin.sum_univ_two, amplitude, Complex.normSq_mul,
      -mul_eq_mul_left_iff]
    linear_combination haa + hbb + 2 * hab +
      2 * (negMulLog (normSq a) + negMulLog (normSq b)) * h
  · simp [Fintype.sum_prod_type, Fin.sum_univ_two, Finset.sum_range_succ, amplitude,
      parity, number, partner, Complex.normSq_mul]
    linear_combination haa + hbb + 2 * hab - e1 - e2 +
      2 * (negMulLog (normSq a) + negMulLog (normSq b)) * h
  · simp [Fintype.sum_prod_type, Fin.sum_univ_two, Finset.sum_range_succ, amplitude,
      number, partner, Complex.normSq_mul]
    linear_combination -e3

/-- The amplitude 1/√2 of the symmetric bonding orbital on each site. -/
def halfAmp : ℂ := (((Real.sqrt 2)⁻¹ : ℝ) : ℂ)

/-- The doubly occupied symmetric bonding orbital. -/
def bond : Matrix Site Site ℂ := doublyOccupied halfAmp halfAmp

/-- An electron in the symmetric bonding orbital is on a given site with probability 1/2. -/
theorem normSq_halfAmp : normSq halfAmp = 1 / 2 := by
  rw [halfAmp, Complex.normSq_ofReal, ← mul_inv, Real.mul_self_sqrt (by norm_num)]
  norm_num

/-- The bond consists of four complementary product terms, each of weight 1/4. -/
theorem bond_weights (s t : Site) :
    normSq (bond s t) = if t = partner s then 1 / 4 else 0 := by
  rw [bond, doublyOccupied_eq]
  by_cases ht : t = partner s
  · subst ht
    obtain ⟨i, j⟩ := s
    fin_cases i <;> fin_cases j <;>
      simp [matched, amplitude, Complex.normSq_mul, normSq_halfAmp] <;> norm_num
  · simp [matched, ht]

/-- The doubly occupied bonding orbital has entanglement entropy ln 4; the average over fixed
local parities is ln 2, and over fixed local particle numbers (ln 2)/2. -/
theorem bond_entanglement :
    entanglement bond = Real.log 4 ∧ sectorEntropy parity bond = Real.log 2 ∧
      sectorEntropy number bond = Real.log 2 / 2 := by
  obtain ⟨h1, h2, h3⟩ := polarized_bond halfAmp halfAmp (by rw [normSq_halfAmp]; norm_num)
  have hl : Real.log 4 = 2 * Real.log 2 := by
    rw [show (4 : ℝ) = 2 ^ 2 by norm_num, Real.log_pow]
    norm_num
  have hn : negMulLog (1 / 2) = Real.log 2 / 2 := by
    rw [negMulLog, one_div, Real.log_inv]
    ring
  rw [normSq_halfAmp] at h1 h2 h3
  rw [show (1 / 2 : ℝ) ^ 2 + (1 / 2) ^ 2 = 1 / 2 by norm_num,
    show (2 : ℝ) * (1 / 2) * (1 / 2) = 1 / 2 by norm_num, hn] at h2
  refine ⟨?_, ?_, ?_⟩
  · rw [bond, h1, hn, hl]
    ring
  · rw [bond, h2]
    ring
  · rw [bond, h3]
    ring

end

end BondEntanglement
```

```lean
#print axioms BondEntanglement.bond_weights
#print axioms BondEntanglement.bond_entanglement
```

```
'BondEntanglement.bond_weights' depends on axioms: [propext, Classical.choice, Quot.sound]
'BondEntanglement.bond_entanglement' depends on axioms: [propext, Classical.choice, Quot.sound]
```

## Three entropies of one bond

Two electrons of opposite spin occupy one orbital with amplitudes \(a\) on site A and \(b\) on site B. Write \(p_A=|a|^2\), \(p_B=|b|^2\) and \(\eta(x)=-x\ln x\), with \(\eta(0)=0\). If \(p_A+p_B=1\), the theorem `polarized_bond` gives

\[
\begin{aligned}
S &= 2\,(\eta(p_A)+\eta(p_B)),\\
S_{\text{parity}} &= S-\eta(p_A^2+p_B^2)-\eta(2p_Ap_B),\\
S_{\text{number}} &= 2p_Ap_B\ln 2 .
\end{aligned}
\]

Here \(S\) is the entanglement entropy between the sites. The other two are averages: project the state onto fixed local parities or fixed local particle numbers, normalize each projection, and weight its entropy by its probability. For \(a=b=1/\sqrt2\), `bond_entanglement` gives \(\ln4\), \(\ln2\) and \((\ln2)/2\).

The restricted averages describe the entanglement that remains when coherence between different local parities or particle numbers is not accessible. The value \(\ln 4\) is the largest possible for a site with four states, yet the state is a single Slater determinant. In this two-site example, a large orbital entropy in a localized basis therefore does not by itself signal multireference character.

## Sites, signs and sectors in Lean

A `Site` is a pair of occupations, spin up and spin down. In the matrix \(\psi_{st}\), \(s\) is the state of A and \(t\) that of B. The operators of A stand to the left of those of B, and on each site spin up stands to the left of spin down. This ordering fixes the sign in `createDown` and the factor `(-1) ^ number s` in `addElectron`.

`entanglement` is the von Neumann entropy of the reduced density matrix \(\psi\psi^\dagger\) of A, with natural logarithms. It is evaluated on the roots of the characteristic polynomial, counted with multiplicity; `negMulLog` is \(\eta\). `sectorEntropy` takes a labelling `g`, either `parity` or `number`, and sums over labels 0, 1, 2 on both sites. Label 2 is never attained by `parity` and contributes zero.

The hypothesis `normSq a + normSq b = 1` says that the orbital is normalized in an orthonormal pair of site orbitals, so overlap between atomic orbitals is not treated. The amplitudes are given and not obtained from a Hamiltonian.

## Four product terms from the creation operators

Filling the orbital with both spins means expanding

\[
(a\,c^\dagger_{A\uparrow}+b\,c^\dagger_{B\uparrow})(a\,c^\dagger_{A\downarrow}+b\,c^\dagger_{B\downarrow})|0\rangle .
\]

Since \(c^\dagger_{B\uparrow}c^\dagger_{A\downarrow}=-c^\dagger_{A\downarrow}c^\dagger_{B\uparrow}\), the result is

\[
a^2|{\uparrow\downarrow},0\rangle+ab\,|{\uparrow},{\downarrow}\rangle-ab\,|{\downarrow},{\uparrow}\rangle+b^2|0,{\uparrow\downarrow}\rangle .
\]

`doublyOccupied_eq` proves this by first computing the one-electron state and then checking all sixteen matrix entries. Each local state \(s\) of A occurs only with its complement `partner s` on B, which is the form called `matched`. For the symmetric bond, `bond_weights` confirms that the four terms have weight \(1/4\) each.

## Shannon sums for the full state and its sectors

Let \(c_s\) be the amplitude of the term with A in state \(s\), and \(w_s=|c_s|^2\). Different \(s\) have different partners, so the off-diagonal elements of \(\psi\psi^\dagger\) vanish and its diagonal is \(w_s\). `vonNeumann_diagonal` factors the characteristic polynomial and reads off these eigenvalues; `entanglement_matched` concludes that the entropy is \(\sum_s\eta(w_s)\).

A projection only sets some \(c_s\) to zero, as `sectorEntropy_matched` shows. If the remaining weights have sum \(W>0\), the normalized weights are \(w_s/W\), and

\[
W\sum_s\eta(w_s/W)=-\sum_s w_s(\ln w_s-\ln W)=\sum_s\eta(w_s)-\eta(W).
\]

This is `weighted_entropy`. Its proof treats \(W=0\) separately, where every \(w_s\) vanishes and both sides are zero.

## Summing over the sectors

The four weights are \(p_A^2\), \(p_Ap_B\), \(p_Ap_B\) and \(p_B^2\). From \(\eta(xy)=y\,\eta(x)+x\,\eta(y)\),

\[
\eta(p_A^2)+2\eta(p_Ap_B)+\eta(p_B^2)=2(p_A+p_B)(\eta(p_A)+\eta(p_B)),
\]

and normalization gives \(S\).

Fixed parities leave two sectors. The even-even one contains the two ionic terms, with total weight \(p_A^2+p_B^2\); the odd-odd one contains the two covalent terms, with total weight \(2p_Ap_B\). Subtracting \(\eta\) of each total from \(S\) gives \(S_{\text{parity}}\).

Fixed particle numbers also separate the two ionic terms. Each is then a single product state without entanglement. Only the covalent sector contributes:

\[
2\eta(p_Ap_B)-\eta(2p_Ap_B)=2p_Ap_B\ln2 .
\]

In `polarized_bond`, `simp` expands the finite sums, and `linear_combination` finishes with the product rule for \(\eta\), together with the normalization condition for the first two formulas. Setting \(p_A=p_B=1/2\), with \(\eta(1/2)=(\ln2)/2\) and \(\ln4=2\ln2\), yields the three values in `bond_entanglement`.

## Changing the balance of covalent and ionic terms

The same argument, carried out by hand and not stated as a theorem in the file, covers any superposition of the same four product terms in which the two covalent terms share a weight \(w\) equally and the two ionic terms share \(1-w\) equally. Its full entropy is \(\ln2+\eta(w)+\eta(1-w)\), the parity-restricted average is \(\ln2\) for every \(w\), and the number-restricted average is \(w\ln2\). The symmetric bond has \(w=1/2\); in the purely covalent limit \(w=1\), all three equal \(\ln2\).
